# Kerker's preconditioner from the Thomas–Fermi energy of a cosine density wave

Take a local energy density $f(n)$ and the density $n_0+e\cos\theta$. To second order in $e$,

$$f(n_0+e\cos\theta)\approx f(n_0)+e f'(n_0)\cos\theta+\tfrac12e^2f''(n_0)\cos^2\theta .$$

Over a period the linear term averages to zero and $\cos^2\theta$ to $1/2$, so the averaged energy has second derivative $f''(n_0)/2$. For the Thomas–Fermi energy, $f''(n_0)$ is the stiffness that yields Kerker's preconditioner.

## The stiffness of a density wave

Work in atomic units, for a spin-unpolarised gas, with $n_0,q>0$, $\theta=qx$, $n=n_0+e\cos\theta$ and $c=\frac{3}{10}(3\pi^2)^{2/3}$. With a von Weizsäcker term of real weight $\lambda$, the kinetic energy density is

$$t=c\,n^{5/3}+\frac{\lambda n'^2}{8n}=c\,n^{5/3}+\frac{\lambda q^2}{8}\,\frac{e^2\sin^2\theta}{n}.$$

**Claim.** The period average of $t$ is stationary at $e=0$, with second derivative $g/2$, where
$$g=\frac{\pi^2}{k_F}+\frac{\lambda q^2}{4n_0},\qquad k_F^3=3\pi^2n_0 .$$

For $|e|<n_0$ the density is positive, and

$$\partial_e t=\tfrac53c\cos\theta\,n^{2/3}+\frac{\lambda q^2}{8}\sin^2\theta\,\frac{2n_0e+e^2\cos\theta}{n^2},$$

$$\partial_e^2 t=\tfrac{10}{9}c\cos^2\theta\,n^{-1/3}+\frac{\lambda q^2}{8}\sin^2\theta\,\frac{2n_0^2}{n^3}.$$

The last numerator is $2n^2-2\cos\theta\,(2n_0e+e^2\cos\theta)=2n_0^2$. Both derivatives are continuous, hence bounded for $e$ in a closed interval inside $(-n_0,n_0)$ and $x$ in one period, so they may be taken under the integral.

At $e=0$ the first derivative is a multiple of $\cos\theta$ and averages to zero. In the second, the coefficient of $\cos^2\theta$ is

$$\tfrac{10}{9}c\,n_0^{-1/3}=\frac{(3\pi^2)^{2/3}}{3n_0^{1/3}}=\frac{3\pi^2}{3(3\pi^2n_0)^{1/3}}=\frac{\pi^2}{k_F},$$

and that of $\sin^2\theta$ is $\lambda q^2/(4n_0)$. Each square averages to $1/2$, which gives $g/2$.

## From stiffness to mixing

Let $v=4\pi/q^2$ be the Coulomb kernel and $P=g/(g+v)$. At $\lambda=0$, multiplying numerator and denominator by $q^2k_F/\pi^2$ gives

$$P=\frac{q^2}{q^2+4k_F/\pi},$$

Kerker's factor with $q_0^2=4k_F/\pi$. For $\lambda\ge0$, write $g_0=\pi^2/k_F$. Equality with Kerker's factor means $g(g_0+v)=g_0(g+v)$, so $(g-g_0)v=0$ and $\lambda=0$.

Let $\lambda\ge0$, and let $d_{in}$ and $d_{out}$ be the input and output amplitudes, measured from self-consistency. If $g\,d_{out}=-v\,d_{in}$, then $g(d_{out}-d_{in})=-(g+v)d_{in}$, hence $d_{in}+P(d_{out}-d_{in})=0$. In self-consistent-field practice Kerker's factor, often with adjustable parameters, is used to damp long-wavelength charge sloshing. Here $P$ is exact for one linearised mode of a model gas whose kinetic energy is the functional $t$ above, without exchange and correlation; the exact kinetic energy of non-interacting electrons has a different response.

## The model in Lean

```lean
import Mathlib

open Real Set MeasureTheory Topology

namespace KerkerFromThomasFermi

noncomputable section
```

The Fermi wavevector is a real cube root, and `cTF` is $c$.

```lean
/-- Fermi wavevector of the homogeneous electron gas of density `n0`. -/
def kF (n0 : ℝ) : ℝ := (3 * π ^ 2 * n0) ^ (1 / 3 : ℝ)

/-- The Thomas-Fermi kinetic energy constant in atomic units. -/
def cTF : ℝ := 3 / 10 * (3 * π ^ 2) ^ (2 / 3 : ℝ)

/-- A homogeneous density with a cosine modulation of amplitude `e` and wavevector `q`. -/
def density (n0 q e x : ℝ) : ℝ := n0 + e * cos (q * x)
```

`kineticDensity` accepts any density function and contains its actual spatial derivative.

```lean
/-- Thomas-Fermi kinetic energy density plus `lam` times the von Weizsäcker term. -/
def kineticDensity (lam : ℝ) (n : ℝ → ℝ) (x : ℝ) : ℝ :=
  cTF * n x ^ (5 / 3 : ℝ) + lam * (deriv n x) ^ 2 / (8 * n x)

/-- Kinetic energy density (energy per volume) of the modulated gas, averaged over one period. -/
def averageEnergy (lam n0 q e : ℝ) : ℝ :=
  q / (2 * π) * ∫ x in (0 : ℝ)..(2 * π / q), kineticDensity lam (density n0 q e) x
```

The average runs along $x$ only, since the gas is uniform in the other directions. Had the wave been written $\sqrt2\,e\cos(qx)$, the second derivative would be $g$ instead of $g/2$.

```lean
/-- The kinetic stiffness `g` of a density wave. -/
def stiffness (lam n0 q : ℝ) : ℝ := π ^ 2 / kF n0 + lam * q ^ 2 / (4 * n0)
```

The Coulomb kernel enters `precond` by definition; no Hartree energy is differentiated.

```lean
/-- The preconditioner `g / (g + 4π/q²)` built from the stiffness and the Coulomb kernel. -/
def precond (lam n0 q : ℝ) : ℝ :=
  stiffness lam n0 q / (stiffness lam n0 q + 4 * π / q ^ 2)
```

The next two definitions are $\partial_e t$ and $\partial_e^2t$.

```lean
/-- First amplitude derivative of the kinetic energy density. -/
def slope (lam n0 q e x : ℝ) : ℝ :=
  (cTF * (5 / 3) * cos (q * x)) * density n0 q e x ^ (2 / 3 : ℝ) +
    (lam * q ^ 2 / 8 * sin (q * x) ^ 2 * (2 * n0 * e + e ^ 2 * cos (q * x))) *
      (density n0 q e x)⁻¹ ^ 2

/-- Second amplitude derivative of the kinetic energy density. -/
def curvature (lam n0 q e x : ℝ) : ℝ :=
  (cTF * (10 / 9) * cos (q * x) ^ 2) * density n0 q e x ^ (-1 / 3 : ℝ) +
    (lam * q ^ 2 / 8 * sin (q * x) ^ 2 * (2 * n0 ^ 2)) * (density n0 q e x)⁻¹ ^ 3
```

## Differentiating the averaged energy

Positivity follows from $|e\cos\theta|\le|e|$. The gradient is then evaluated, and the product and power rules give both amplitude derivatives; `linear_combination` checks the algebra that simplifies the numerators.

```lean
/-- The modulated density is positive while the amplitude is below the mean density in absolute
value. -/
theorem density_pos {n0 q e x : ℝ} (he : |e| < n0) : 0 < density n0 q e x := by
  have h1 := neg_abs_le (e * cos (q * x))
  have h2 := mul_le_of_le_one_right (abs_nonneg e) (abs_cos_le_one (q * x))
  rw [abs_mul] at h1
  unfold density
  linarith

/-- The kinetic energy density of the cosine wave, with its gradient written out. -/
theorem kineticDensity_eq (lam n0 q e x : ℝ) :
    kineticDensity lam (density n0 q e) x = cTF * density n0 q e x ^ (5 / 3 : ℝ) +
      (lam * q ^ 2 / 8 * sin (q * x) ^ 2 * e ^ 2) * (density n0 q e x)⁻¹ := by
  have h : HasDerivAt (density n0 q e) (e * (-sin (q * x) * (q * 1))) x :=
    ((((hasDerivAt_id' x).const_mul q).cos).const_mul e).const_add n0
  rw [kineticDensity, h.deriv]
  ring

/-- For `|e| < n0`, the kinetic energy density of the cosine wave has amplitude derivative `slope`,
and `slope` has amplitude derivative `curvature`. -/
theorem hasDerivAt_density_terms (lam q x : ℝ) {n0 e : ℝ} (he : |e| < n0) :
    HasDerivAt (fun t => kineticDensity lam (density n0 q t) x) (slope lam n0 q e x) e ∧
    HasDerivAt (fun t => slope lam n0 q t x) (curvature lam n0 q e x) e := by
  have hn : density n0 q e x ≠ 0 := (density_pos he).ne'
  have hm : density n0 q e x = n0 + e * cos (q * x) := rfl
  have hu : density n0 q e x * (density n0 q e x)⁻¹ = 1 := mul_inv_cancel₀ hn
  have h : HasDerivAt (fun t => density n0 q t x) (cos (q * x)) e := by
    have h0 : HasDerivAt (fun t => n0 + t * cos (q * x)) (1 * cos (q * x)) e :=
      ((hasDerivAt_id' e).mul_const _).const_add n0
    exact h0.congr_deriv (one_mul _)
  have hi : HasDerivAt (fun t => (density n0 q t x)⁻¹)
      (-cos (q * x) * (density n0 q e x)⁻¹ ^ 2) e :=
    (h.inv hn).congr_deriv (by ring)
  have he2 : HasDerivAt (fun t : ℝ => t ^ 2) (2 * e) e := by
    simpa using hasDerivAt_pow 2 e
  constructor
  · have hp := h.rpow_const (p := 5 / 3) (Or.inl hn)
    rw [show (5 / 3 : ℝ) - 1 = 2 / 3 by norm_num] at hp
    simp only [kineticDensity_eq]
    refine HasDerivAt.congr_deriv ((hp.const_mul cTF).fun_add
      ((he2.const_mul (lam * q ^ 2 / 8 * sin (q * x) ^ 2)).fun_mul hi)) ?_
    unfold slope
    linear_combination
      (-2 * e * (lam * q ^ 2 / 8 * sin (q * x) ^ 2) * (density n0 q e x)⁻¹) * hu +
      (2 * e * (lam * q ^ 2 / 8 * sin (q * x) ^ 2) * (density n0 q e x)⁻¹ ^ 2) * hm
  · have hp := h.rpow_const (p := 2 / 3) (Or.inl hn)
    rw [show (2 / 3 : ℝ) - 1 = -1 / 3 by norm_num] at hp
    have hi2 : HasDerivAt (fun t => (density n0 q t x)⁻¹ ^ 2)
        (2 * (density n0 q e x)⁻¹ * (-cos (q * x) * (density n0 q e x)⁻¹ ^ 2)) e :=
      (hi.fun_pow 2).congr_deriv (by simp)
    have hl : HasDerivAt (fun t : ℝ => 2 * n0 * t + t ^ 2 * cos (q * x))
        (2 * n0 * 1 + 2 * e * cos (q * x)) e :=
      ((hasDerivAt_id' e).const_mul (2 * n0)).fun_add (he2.mul_const _)
    unfold slope
    refine HasDerivAt.congr_deriv ((hp.const_mul (cTF * (5 / 3) * cos (q * x))).fun_add
      ((hl.const_mul (lam * q ^ 2 / 8 * sin (q * x) ^ 2)).fun_mul hi2)) ?_
    unfold curvature
    linear_combination
      (-2 * (lam * q ^ 2 / 8 * sin (q * x) ^ 2) * (n0 + e * cos (q * x)) *
        (density n0 q e x)⁻¹ ^ 2) * hu +
      (2 * (lam * q ^ 2 / 8 * sin (q * x) ^ 2) * (n0 + e * cos (q * x)) *
        (density n0 q e x)⁻¹ ^ 3) * hm
```

Joint continuity supplies, by compactness, the constant bound needed to differentiate under the integral.

```lean
/-- Powers of the modulated density, combined with continuous coefficients, are jointly continuous
in amplitude and position where the amplitude is below `n0` in absolute value. -/
theorem continuousOn_mode (n0 q a : ℝ) (k : ℕ) {A B : ℝ × ℝ → ℝ}
    (hA : Continuous A) (hB : Continuous B) :
    ContinuousOn (fun p : ℝ × ℝ => A p * density n0 q p.1 p.2 ^ a +
      B p * (density n0 q p.1 p.2)⁻¹ ^ k) {p | |p.1| < n0} := by
  have hN : Continuous (fun p : ℝ × ℝ => density n0 q p.1 p.2) := by
    unfold density
    fun_prop
  exact (hA.continuousOn.mul (hN.continuousOn.rpow_const
    fun p hp => Or.inl (density_pos hp).ne')).add
    (hB.continuousOn.mul ((hN.continuousOn.inv₀ fun p hp => (density_pos hp).ne').pow k))

/-- If an integrand and its amplitude derivative are jointly continuous for amplitudes below `r` in
absolute value, its integral over a fixed cell may be differentiated there under the integral. -/
theorem hasDerivAt_cell {r L e : ℝ} {F F' : ℝ → ℝ → ℝ}
    (hF : ContinuousOn (fun p : ℝ × ℝ => F p.1 p.2) {p | |p.1| < r})
    (hF' : ContinuousOn (fun p : ℝ × ℝ => F' p.1 p.2) {p | |p.1| < r})
    (hd : ∀ t x, |t| < r → HasDerivAt (fun s => F s x) (F' t x) t) (he : |e| < r) :
    HasDerivAt (fun t => ∫ x in (0 : ℝ)..L, F t x) (∫ x in (0 : ℝ)..L, F' e x) e := by
  have hδ : 0 < (r - |e|) / 2 := by linarith
  have hs : ∀ t ∈ Metric.closedBall e ((r - |e|) / 2), |t| < r := by
    intro t ht
    rw [Metric.mem_closedBall, Real.dist_eq] at ht
    linarith [abs_sub_abs_le_abs_sub t e]
  have hc : ∀ t, |t| < r → Continuous (F t) := fun t ht =>
    hF.comp_continuous (by fun_prop : Continuous fun x : ℝ => ((t, x) : ℝ × ℝ)) fun _ => ht
  have hc' : Continuous (F' e) :=
    hF'.comp_continuous (by fun_prop : Continuous fun x : ℝ => ((e, x) : ℝ × ℝ)) fun _ => he
  -- compactness bounds the derivative uniformly
  obtain ⟨C, hC⟩ := ((isCompact_closedBall e ((r - |e|) / 2)).prod
    (isCompact_uIcc (a := (0 : ℝ)) (b := L))).exists_bound_of_continuousOn
    (hF'.mono fun p hp => hs p.1 hp.1)
  have hnhds := Metric.closedBall_mem_nhds e hδ
  refine (intervalIntegral.hasDerivAt_integral_of_dominated_loc_of_deriv_le
    (bound := fun _ => C) hnhds ?_ ((hc e he).intervalIntegrable _ _)
    hc'.aestronglyMeasurable ?_ (continuous_const.intervalIntegrable _ _) ?_).2
  · filter_upwards [hnhds] with t ht
    exact (hc t (hs t ht)).aestronglyMeasurable
  · exact Filter.Eventually.of_forall fun x hx t ht => hC (t, x) ⟨ht, uIoc_subset_uIcc hx⟩
  · exact Filter.Eventually.of_forall fun x _ t ht => hd t x (hs t ht)
```

Next come the reduction to $\pi^2/k_F$ and the substitution $u=qx$.

```lean
/-- The coefficient `cTF * (10/9) * n0^(-1/3)` equals `π²/kF` for positive `n0`. -/
theorem tf_curvature {n0 : ℝ} (hn : 0 < n0) :
    cTF * (10 / 9) * n0 ^ (-1 / 3 : ℝ) = π ^ 2 / kF n0 := by
  have c3 : ∀ y : ℝ, 0 ≤ y → (y ^ (1 / 3 : ℝ)) ^ 3 = y := fun y hy => by
    rw [← Real.rpow_natCast, ← Real.rpow_mul hy]; norm_num
  have c2 : ∀ y : ℝ, 0 ≤ y → y ^ (2 / 3 : ℝ) = (y ^ (1 / 3 : ℝ)) ^ 2 := fun y hy => by
    rw [← Real.rpow_natCast, ← Real.rpow_mul hy]; norm_num
  have h3 : 0 < 3 * π ^ 2 := by positivity
  have ha := c3 _ h3.le
  have hb : (n0 ^ (1 / 3 : ℝ))⁻¹ * n0 ^ (1 / 3 : ℝ) = 1 :=
    inv_mul_cancel₀ (Real.rpow_pos_of_pos hn _).ne'
  have hpa := Real.rpow_pos_of_pos h3 (1 / 3)
  have hpb := Real.rpow_pos_of_pos hn (1 / 3)
  rw [cTF, kF, Real.mul_rpow h3.le hn.le, show (-1 / 3 : ℝ) = -(1 / 3) by norm_num,
    Real.rpow_neg hn.le, c2 _ h3.le, eq_div_iff (mul_pos hpa hpb).ne']
  generalize (3 * π ^ 2) ^ (1 / 3 : ℝ) = a at *
  linear_combination (1 / 3 * a ^ 3) * hb + (1 / 3) * ha

/-- Averaging a function of the phase `qx` over a period is averaging it over the angle. -/
theorem period_average {q : ℝ} (hq : 0 < q) (f : ℝ → ℝ) :
    q / (2 * π) * ∫ x in (0 : ℝ)..(2 * π / q), f (q * x) =
      1 / (2 * π) * ∫ u in (0 : ℝ)..(2 * π), f u := by
  have hL : q * (2 * π / q) = 2 * π := by field_simp
  rw [intervalIntegral.integral_comp_mul_left f hq.ne', mul_zero, hL, smul_eq_mul, ← mul_assoc]
  congr 1
  field_simp
```

The main theorem states differentiability for every $|e|<n_0$, a vanishing first derivative at zero, and derivative $g/2$ of the first-derivative function there. Its proof applies `hasDerivAt_cell` twice, then evaluates the trigonometric averages. Here `lam` may have either sign.

```lean
/-- The averaged kinetic energy is differentiable in the amplitude `e` for `|e| < n0`, stationary at
the homogeneous gas, and has second amplitude derivative `g/2` there. -/
theorem energy_second_derivative (lam : ℝ) {n0 q : ℝ} (hn : 0 < n0) (hq : 0 < q) :
    (∀ e, |e| < n0 → DifferentiableAt ℝ (averageEnergy lam n0 q) e) ∧
    deriv (averageEnergy lam n0 q) 0 = 0 ∧
    HasDerivAt (deriv (averageEnergy lam n0 q)) (stiffness lam n0 q / 2) 0 := by
  have k0 : ContinuousOn (fun p : ℝ × ℝ => kineticDensity lam (density n0 q p.1) p.2)
      {p | |p.1| < n0} :=
    (continuousOn_mode n0 q (5 / 3) 1 (A := fun _ => cTF)
      (B := fun p => lam * q ^ 2 / 8 * sin (q * p.2) ^ 2 * p.1 ^ 2)
      (by fun_prop) (by fun_prop)).congr fun p _ => by simp only [kineticDensity_eq, pow_one]
  have k1 : ContinuousOn (fun p : ℝ × ℝ => slope lam n0 q p.1 p.2) {p | |p.1| < n0} :=
    continuousOn_mode n0 q (2 / 3) 2 (A := fun p => cTF * (5 / 3) * cos (q * p.2))
      (B := fun p => lam * q ^ 2 / 8 * sin (q * p.2) ^ 2 *
        (2 * n0 * p.1 + p.1 ^ 2 * cos (q * p.2))) (by fun_prop) (by fun_prop)
  have k2 : ContinuousOn (fun p : ℝ × ℝ => curvature lam n0 q p.1 p.2) {p | |p.1| < n0} :=
    continuousOn_mode n0 q (-1 / 3) 3 (A := fun p => cTF * (10 / 9) * cos (q * p.2) ^ 2)
      (B := fun p => lam * q ^ 2 / 8 * sin (q * p.2) ^ 2 * (2 * n0 ^ 2))
      (by fun_prop) (by fun_prop)
  have h0 : |(0 : ℝ)| < n0 := by simpa using hn
  have hd0 : ∀ x, density n0 q 0 x = n0 := fun x => by simp [density]
  have d1 : ∀ e, |e| < n0 → HasDerivAt (averageEnergy lam n0 q)
      (q / (2 * π) * ∫ x in (0 : ℝ)..(2 * π / q), slope lam n0 q e x) e := fun e he =>
    (hasDerivAt_cell (F := fun t x => kineticDensity lam (density n0 q t) x) k0 k1
      (fun t x ht => (hasDerivAt_density_terms lam q x ht).1) he).const_mul _
  have d2 := (hasDerivAt_cell (L := 2 * π / q) k1 k2
    (fun t x ht => (hasDerivAt_density_terms lam q x ht).2) h0).const_mul (q / (2 * π))
  refine ⟨fun e he => (d1 e he).differentiableAt, ?_, ?_⟩
  · -- the linear term averages to zero
    have hs : ∀ x, slope lam n0 q 0 x = cTF * (5 / 3) * n0 ^ (2 / 3 : ℝ) * cos (q * x) :=
      fun x => by rw [slope, hd0]; ring
    rw [(d1 0 h0).deriv]
    simp only [hs]
    refine (period_average hq fun u => cTF * (5 / 3) * n0 ^ (2 / 3 : ℝ) * cos u).trans ?_
    rw [intervalIntegral.integral_const_mul, integral_cos, Real.sin_two_pi, Real.sin_zero]
    ring
  · -- the quadratic term averages cos² and sin² to one half
    have hI : ∀ a b : ℝ, ∫ u in (0 : ℝ)..(2 * π), (a * cos u ^ 2 + b * sin u ^ 2) =
        π * (a + b) := by
      intro a b
      have i1 : IntervalIntegrable (fun u => a * cos u ^ 2) volume 0 (2 * π) :=
        Continuous.intervalIntegrable (by fun_prop) _ _
      have i2 : IntervalIntegrable (fun u => b * sin u ^ 2) volume 0 (2 * π) :=
        Continuous.intervalIntegrable (by fun_prop) _ _
      rw [intervalIntegral.integral_add i1 i2, intervalIntegral.integral_const_mul,
        intervalIntegral.integral_const_mul, integral_cos_sq, integral_sin_sq]
      simp only [Real.sin_two_pi, Real.sin_zero]
      ring
    have hc : ∀ x, curvature lam n0 q 0 x =
        π ^ 2 / kF n0 * cos (q * x) ^ 2 + lam * q ^ 2 / (4 * n0) * sin (q * x) ^ 2 := by
      intro x
      have hB : 2 * n0 ^ 2 * n0⁻¹ ^ 3 = 2 / n0 := by field_simp
      rw [curvature, hd0]
      linear_combination cos (q * x) ^ 2 * tf_curvature hn +
        (lam * q ^ 2 / 8 * sin (q * x) ^ 2) * hB
    have hev : deriv (averageEnergy lam n0 q) =ᶠ[𝓝 0]
        fun e => q / (2 * π) * ∫ x in (0 : ℝ)..(2 * π / q), slope lam n0 q e x := by
      filter_upwards [Metric.ball_mem_nhds (0 : ℝ) hn] with e he
      exact (d1 e (by simpa [Real.dist_eq] using he)).deriv
    refine (d2.congr_of_eventuallyEq hev).congr_deriv ?_
    simp only [hc]
    refine (period_average hq fun u =>
      π ^ 2 / kF n0 * cos u ^ 2 + lam * q ^ 2 / (4 * n0) * sin u ^ 2).trans ?_
    rw [hI]
    change 1 / (2 * π) * (π * stiffness lam n0 q) = stiffness lam n0 q / 2
    field_simp
```

## Kerker's factor and the one-step correction

Both results on Kerker's factor clear positive denominators, as in the derivation above.

```lean
/-- Without the gradient term the preconditioner is Kerker's, with `q0² = 4 kF/π`. -/
theorem precond_kerker {n0 q : ℝ} (hn : 0 < n0) (hq : 0 < q) :
    precond 0 n0 q = q ^ 2 / (q ^ 2 + 4 * kF n0 / π) := by
  have hk : 0 < kF n0 := Real.rpow_pos_of_pos (by positivity) _
  have hs : stiffness 0 n0 q = π ^ 2 / kF n0 := by simp [stiffness]
  rw [precond, hs, div_eq_div_iff (by positivity) (by positivity)]
  field_simp

/-- For a nonnegative gradient coefficient, the preconditioner equals Kerker's at a given
wavevector exactly when that coefficient vanishes. -/
theorem precond_eq_kerker_iff {lam n0 q : ℝ} (hl : 0 ≤ lam) (hn : 0 < n0) (hq : 0 < q) :
    precond lam n0 q = q ^ 2 / (q ^ 2 + 4 * kF n0 / π) ↔ lam = 0 := by
  have hk : 0 < kF n0 := Real.rpow_pos_of_pos (by positivity) _
  rw [← precond_kerker hn hq]
  refine ⟨fun h => ?_, fun h => by rw [h]⟩
  unfold precond stiffness at h
  rw [div_eq_div_iff (by positivity) (by positivity)] at h
  by_contra hne
  have hz : lam * q ^ 2 / (4 * n0) * (4 * π / q ^ 2) = 0 := by linear_combination h
  have hpos : 0 < lam := lt_of_le_of_ne hl (Ne.symm hne)
  have : 0 < lam * q ^ 2 / (4 * n0) * (4 * π / q ^ 2) := by positivity
  linarith
```

The hypothesis `h` in the mixing theorem is the linear response $g\,d_{out}=-v\,d_{in}$. It stands for an output density that balances its kinetic stiffness against the Hartree potential of the input, and it is assumed, not derived from a minimisation.

```lean
/-- For a nonnegative gradient coefficient, if the output density wave balances the Hartree
potential of the input wave against the kinetic stiffness, one preconditioned mixing step brings the
amplitude to zero. -/
theorem one_step_mixing {lam n0 q dIn dOut : ℝ} (hl : 0 ≤ lam) (hn : 0 < n0) (hq : 0 < q)
    (h : stiffness lam n0 q * dOut = -(4 * π / q ^ 2) * dIn) :
    dIn + precond lam n0 q * (dOut - dIn) = 0 := by
  have hk : 0 < kF n0 := Real.rpow_pos_of_pos (by positivity) _
  have hg : 0 < stiffness lam n0 q := by unfold stiffness; positivity
  have hD : stiffness lam n0 q + 4 * π / q ^ 2 ≠ 0 := by positivity
  have hP : precond lam n0 q * (dOut - dIn) = -dIn := by
    rw [precond, div_mul_eq_mul_div, div_eq_iff hD]
    linear_combination h
  rw [hP, add_neg_cancel]

end

end KerkerFromThomasFermi
```

The condition $\lambda\ge0$ matters here. Take $n_0=\pi/3$, $q=2$ and $\lambda=-2\pi^2/3$. Then $k_F=\pi$, $v=\pi$ and $g=-\pi$, so the response relation gives $d_{out}=d_{in}$. The residual vanishes for every amplitude, and no multiple of it can remove a nonzero $d_{in}$.

```lean
#print axioms KerkerFromThomasFermi.energy_second_derivative
#print axioms KerkerFromThomasFermi.precond_eq_kerker_iff
#print axioms KerkerFromThomasFermi.one_step_mixing
```

```
'KerkerFromThomasFermi.energy_second_derivative' depends on axioms: [propext, Classical.choice, Quot.sound]
'KerkerFromThomasFermi.precond_eq_kerker_iff' depends on axioms: [propext, Classical.choice, Quot.sound]
'KerkerFromThomasFermi.one_step_mixing' depends on axioms: [propext, Classical.choice, Quot.sound]
```
